# Periodic sinc functions built from plane waves with frequencies from −M to M are real-valued

On a periodic interval of length 2π, take the plane waves exp(inx) with integer frequencies from −M to M, and the N = 2M + 1 equally spaced grid points x_j = 2πj/N. The periodic sinc function s_j(x) is the sum of these waves evaluated at x − x_j, divided by N. The lemma states that s_j(x) equals its own complex conjugate for every natural number M, every grid index j and every real x. The attempt first shows that the sum of waves is real, since conjugation exchanges the frequencies n and −n, and then has to show that the denominator is real too.

In Lean, a first try:

```lean
import Mathlib

open scoped ComplexConjugate

namespace SincFnReal

noncomputable section

/-- The plane wave `exp (i n x)` with integer frequency `n`. -/
def wave (n : ℤ) (x : ℝ) : ℂ := Complex.exp (((n * x : ℝ) : ℂ) * Complex.I)

/-- The grid point `x_j = 2 π j / N` with `N = 2 M + 1`. -/
def grid (M : ℕ) (j : Fin (2 * M + 1)) : ℝ := 2 * Real.pi * ((j : ℕ) : ℝ) / (2 * M + 1)

/-- The Dirichlet kernel: the sum of all plane waves with frequencies from `-M` to `M`. -/
def dirichlet (M : ℕ) (x : ℝ) : ℂ := ∑ n ∈ Finset.Icc (-(M : ℤ)) M, wave n x

/-- The periodic sinc function `s_j`: the Dirichlet kernel centred at `x_j`, divided by `N`. -/
def sincFn (M : ℕ) (j : Fin (2 * M + 1)) (x : ℝ) : ℂ :=
  dirichlet M (x - grid M j) / (2 * M + 1)

/-- The conjugate of one plane wave times another is the plane wave of the frequency
difference. -/
theorem wave_conj_mul (m n : ℤ) (x : ℝ) : conj (wave m x) * wave n x = wave (n - m) x := by
  simp only [wave]
  rw [← Complex.exp_conj, ← Complex.exp_add, map_mul, Complex.conj_ofReal, Complex.conj_I]
  congr 1
  push_cast
  ring

/-- The periodic sinc functions are real-valued. -/
theorem sincFn_real (M : ℕ) (j : Fin (2 * M + 1)) (x : ℝ) :
    conj (sincFn M j x) = sincFn M j x := by
  have hd : ∀ y, conj (dirichlet M y) = dirichlet M y := by
    intro y
    unfold dirichlet
    rw [map_sum]
    -- conjugation exchanges the frequencies n and -n
    refine Finset.sum_nbij' (fun n => -n) (fun n => -n) ?_ ?_ (fun n _ => neg_neg n)
      (fun n _ => neg_neg n) ?_
    · intro n hn
      simp only [Finset.mem_Icc] at hn ⊢
      omega
    · intro n hn
      simp only [Finset.mem_Icc] at hn ⊢
      omega
    · intro n _
      have e := wave_conj_mul n 0 y
      have e0 : wave 0 y = 1 := by simp [wave]
      rw [e0, mul_one, zero_sub] at e
      exact e
  rw [sincFn, map_div₀, hd]
  congr 1
  simp

end

end SincFnReal
```

Lean reports:

```
Main.lean:33:42: error: unsolved goals
case e_a
M : ℕ
j : Fin (2 * M + 1)
x : ℝ
hd : ∀ (y : ℝ), (starRingEnd ℂ) (dirichlet M y) = dirichlet M y
⊢ (starRingEnd ℂ) 2 = 2 ∨ M = 0
```

What went wrong. The error leaves one goal open: `(starRingEnd ℂ) 2 = 2 ∨ M = 0`. The sum of waves has already been dealt with by `hd`; what remains comes from the denominator.

After `congr 1`, the task is to show that the complex number `2 * M + 1` equals its conjugate. `simp` carries the conjugation through the sum and the product, then cancels the common term 1 and the common factor `M`. Cancelling a factor that may be zero gives the "or" in the goal. The left alternative is true, because 2 is real, but `simp` did not simplify the conjugate of the numeral `2`, so the proof stayed unfinished.

The repair avoids splitting the denominator. `hN` rewrites it as a single natural number, `2 * M + 1`, cast into `ℂ`. `map_natCast` then says that conjugation leaves such a cast unchanged. Both sides of the equation are now identical, and `rw` closes the goal by reflexivity, so `congr 1` and `simp` are no longer needed.

As a diff, the version that Lean accepts:

```diff
@@ -50,7 +50,6 @@
       rw [e0, mul_one, zero_sub] at e
       exact e
-  rw [sincFn, map_div₀, hd]
-  congr 1
-  simp
+  have hN : (2 * (M : ℂ) + 1) = ((2 * M + 1 : ℕ) : ℂ) := by norm_num
+  rw [sincFn, map_div₀, hd, hN, map_natCast]
 
 end
```
